# The reactive flux of a finite reversible Markov chain with nonnegative eigenvalues is nonnegative and never increases

Let a finite Markov chain with transition matrix $P$ be in detailed balance with positive weights $\pi$, and let $A$ be any set of its states. Write $C(t)$ for the stationary probability of starting in $A$ and being outside $A$ after $t$ steps. If $P$ has no negative eigenvalue, the reactive flux $C(t+1)-C(t)$ is nonnegative and nonincreasing in $t$, so its initial value is an upper bound on all later ones. That bound survives without the eigenvalue condition: for every reversible chain, the initial flux bounds the magnitude of the flux at all times.

In molecular dynamics with inertia, the time derivative of $C$ just after time zero, divided by the reactant population, gives the transition-state-theory rate for the chosen dividing surface. The early decline of this derivative reflects recrossing of the surface, and its slow decay afterwards reflects the relaxation of the populations. The theorems here treat a discrete-time analogue for a finite, reversible chain. When the chain describes a trajectory observed at fixed intervals, its initial flux is not the transition-state-theory value, because crossings undone within one interval are not seen. They assume that the motion between the chosen states is Markovian at the chosen time step, which for a molecular trajectory is usually an approximation.

## States, weights and the flux

```lean
import Mathlib

open Matrix

namespace ReactiveFlux

noncomputable section

variable {n : Type*} [Fintype n] [DecidableEq n]
```

The states form a finite type `n`, and `P i j` is the probability of a step from $i$ to $j$. Reversibility collects four conditions:

$$P_{ij}\ge 0,\qquad \sum_j P_{ij}=1,\qquad \pi_i>0,\qquad \pi_iP_{ij}=\pi_jP_{ji}.$$

The weights may be unnormalised Boltzmann factors. Dividing them by their sum turns $C(t)$ into a probability and rescales every flux by the same positive factor.

```lean
/-- `P` is a stochastic matrix in detailed balance with the positive weights `π`
(which need not be normalised). -/
structure IsReversible (P : Matrix n n ℝ) (π : n → ℝ) : Prop where
  nonneg : ∀ i j, 0 ≤ P i j
  row_sum : ∀ i, ∑ j, P i j = 1
  pos : ∀ i, 0 < π i
  balance : ∀ i j, π i * P i j = π j * P j i
```

The eigenvalue condition says that no relaxation mode alternates in sign from one step to the next. It holds, for instance, when a reversible continuous-time jump process is observed at a fixed interval, since the eigenvalues are then exponentials of real numbers. The definition speaks of real eigenvectors only, which loses nothing for a reversible chain, because its eigenvalues are all real.

```lean
/-- Every real eigenvalue of `P` is nonnegative. -/
def NonnegEigenvalues (P : Matrix n n ℝ) : Prop :=
  ∀ (μ : ℝ) (v : n → ℝ), v ≠ 0 → P *ᵥ v = μ • v → 0 ≤ μ
```

The escaped weight is

$$C(t)=\sum_{i\in A}\sum_{j\notin A}\pi_i\,(P^t)_{ij}.$$

It records where the chain is at time $t$, not whether it has left $A$ and returned in between.

```lean
/-- The weight `C(t)` of starting in `A` and being outside `A` after `t` steps;
it is a probability when `π` is a probability vector preserved by the stochastic matrix `P`. -/
def escaped (P : Matrix n n ℝ) (π : n → ℝ) (A : Finset n) (t : ℕ) : ℝ :=
  ∑ i ∈ A, ∑ j ∈ Aᶜ, π i * (P ^ t) i j
```

The name "reactive flux" often denotes this difference divided by the population of $A$ and by the time step. Here it is the bare difference $C(t+1)-C(t)$.

```lean
/-- The reactive flux `C(t+1) - C(t)`. -/
def flux (P : Matrix n n ℝ) (π : n → ℝ) (A : Finset n) (t : ℕ) : ℝ :=
  escaped P π A (t + 1) - escaped P π A t
```

At $t=0$ the chain has not moved. Since $P^0$ is the identity and no state lies both in $A$ and outside it, $C(0)=0$. The initial flux is therefore the one-step crossing rate,

$$C(1)-C(0)=\sum_{i\in A}\sum_{j\notin A}\pi_iP_{ij}.$$

```lean
variable {P : Matrix n n ℝ} {π : n → ℝ}

/-- The initial reactive flux is the one-step crossing rate from `A` to its complement. -/
theorem flux_zero (P : Matrix n n ℝ) (π : n → ℝ) (A : Finset n) :
    flux P π A 0 = ∑ i ∈ A, ∑ j ∈ Aᶜ, π i * P i j := by
  have h0 : escaped P π A 0 = 0 := by
    refine Finset.sum_eq_zero fun i hi => Finset.sum_eq_zero fun j hj => ?_
    have hij : i ≠ j := fun e => Finset.mem_compl.mp hj (e ▸ hi)
    rw [pow_zero, Matrix.one_apply_ne hij, mul_zero]
  rw [flux, h0, sub_zero, escaped, zero_add, pow_one]
```

## Conservation of probability and the bound on eigenvalues

Each row of $P^t$ sums to one. This is clear for $t=0$, and the induction step is

$$\sum_j (P^{t+1})_{ij}=\sum_l (P^t)_{il}\sum_j P_{lj}=\sum_l (P^t)_{il}=1.$$

```lean
/-- For a reversible chain the total probability of being anywhere after `t` steps is one. -/
theorem pow_row_sum (h : IsReversible P π) (t : ℕ) (i : n) : ∑ j, (P ^ t) i j = 1 := by
  induction t with
  | zero => simp [Matrix.one_apply]
  | succ t ih =>
    simp only [pow_succ, Matrix.mul_apply]
    rw [Finset.sum_comm]
    simp only [← Finset.mul_sum, h.row_sum, mul_one]
    exact ih
```

Now let $Pv=\mu v$ with $v\ne0$, and choose a state $i$ at which $|v_i|$ is largest, so that $|v_i|>0$. Then

$$|\mu|\,|v_i|=\Big|\sum_jP_{ij}v_j\Big|\le\sum_jP_{ij}|v_j|\le|v_i|,$$

and hence $|\mu|\le1$. The `calc` block follows this chain of inequalities, and the last line cancels $|v_i|$.

```lean
omit [DecidableEq n] in
/-- Every real eigenvalue of a reversible chain has modulus at most one. -/
theorem abs_eigenvalue_le_one (h : IsReversible P π) {μ : ℝ} {v : n → ℝ} (hv : v ≠ 0)
    (e : P *ᵥ v = μ • v) : |μ| ≤ 1 := by
  obtain ⟨a, ha⟩ := Function.ne_iff.mp hv
  have ha' : v a ≠ 0 := ha
  have : Nonempty n := ⟨a⟩
  -- look at the state where the eigenvector is largest
  obtain ⟨i, hi⟩ := Finite.exists_max (fun j => |v j|)
  have hpos : 0 < |v i| := (abs_pos.mpr ha').trans_le (hi a)
  have ei := congrFun e i
  simp only [Matrix.mulVec, dotProduct, Pi.smul_apply, smul_eq_mul] at ei
  have key : |μ| * |v i| ≤ 1 * |v i| := by
    calc |μ| * |v i| = |∑ j, P i j * v j| := by rw [ei, abs_mul]
      _ ≤ ∑ j, |P i j * v j| := Finset.abs_sum_le_sum_abs _ _
      _ ≤ ∑ j, P i j * |v i| := by
          refine Finset.sum_le_sum fun j _ => ?_
          rw [abs_mul, abs_of_nonneg (h.nonneg i j)]
          exact mul_le_mul_of_nonneg_left (hi j) (h.nonneg i j)
      _ = 1 * |v i| := by rw [← Finset.sum_mul, h.row_sum]
  exact le_of_mul_le_mul_right key hpos
```

## Relaxation modes from detailed balance

Put $s_i=\sqrt{\pi_i}$ and $S_{ij}=s_iP_{ij}/s_j$. Detailed balance reads $s_i^2P_{ij}=s_j^2P_{ji}$, and division by $s_is_j$ gives $S_{ij}=S_{ji}$. The real symmetric matrix $S$ has an orthonormal basis of eigenvectors $u_k$ with eigenvalues $\lambda_k$. Define $\varphi_k(i)=u_k(i)/s_i$. Then

$$\sum_jP_{ij}\varphi_k(j)=\frac1{s_i}\sum_jS_{ij}u_k(j)=\lambda_k\varphi_k(i),\qquad
\sum_i\pi_i\varphi_k(i)\varphi_l(i)=\sum_iu_k(i)u_l(i)=\delta_{kl}.$$

Expanding the vector $s_jf_j$ in the $u_k$ and dividing by $s_i$ gives completeness:

$$f_i=\sum_k\Big(\sum_j\pi_j\varphi_k(j)f_j\Big)\varphi_k(i).$$

The three bullets of the proof establish these three properties in this order. In Lean, $\lambda_k$ is `ev k` and $\varphi_k(i)$ is `φ k i`.

```lean
/-- A reversible chain has real relaxation modes that are orthonormal and complete
in the `π`-weighted inner product. -/
theorem relaxation_modes (h : IsReversible P π) :
    ∃ (ev : n → ℝ) (φ : n → n → ℝ), (∀ k, P *ᵥ φ k = ev k • φ k) ∧
      (∀ k l, ∑ i, π i * φ k i * φ l i = if k = l then 1 else 0) ∧
      ∀ (f : n → ℝ) (i : n), f i = ∑ k, (∑ j, π j * φ k j * f j) * φ k i := by
  obtain ⟨s, hs, hq⟩ : ∃ s : n → ℝ, (∀ i, 0 < s i) ∧ ∀ i, π i = s i * s i :=
    ⟨fun i => Real.sqrt (π i), fun i => Real.sqrt_pos.mpr (h.pos i),
      fun i => (Real.mul_self_sqrt (h.pos i).le).symm⟩
  -- detailed balance makes the rescaled matrix symmetric
  obtain ⟨S, hSd⟩ : ∃ S : Matrix n n ℝ, ∀ i j, S i j = s i * P i j / s j :=
    ⟨fun i j => s i * P i j / s j, fun _ _ => rfl⟩
  have hS : S.IsHermitian := by
    ext i j
    have hb := h.balance i j
    rw [hq i, hq j] at hb
    rw [Matrix.conjTranspose_apply, star_trivial, hSd, hSd,
      div_eq_div_iff (hs i).ne' (hs j).ne']
    linear_combination -hb
  have key : ∀ x y : EuclideanSpace ℝ n, inner ℝ x y = ∑ i, x.ofLp i * y.ofLp i := by
    intro x y
    simp [PiLp.inner_apply, mul_comm]
  refine ⟨hS.eigenvalues, fun k i => (hS.eigenvectorBasis k).ofLp i / s i, ?_, ?_, ?_⟩
  · intro k
    ext i
    have e := congrFun (hS.mulVec_eigenvectorBasis k) i
    simp only [Matrix.mulVec, dotProduct, Pi.smul_apply, smul_eq_mul, hSd] at e ⊢
    rw [← mul_div_assoc, ← e, Finset.sum_div]
    refine Finset.sum_congr rfl fun j _ => ?_
    have hi := (hs i).ne'
    have hj := (hs j).ne'
    field_simp
  · intro k l
    rw [← orthonormal_iff_ite.mp hS.eigenvectorBasis.orthonormal k l, key]
    refine Finset.sum_congr rfl fun i _ => ?_
    have hi := (hs i).ne'
    rw [hq i]
    field_simp
  · intro f i
    have e := congrArg (fun y => y.ofLp i)
      (hS.eigenvectorBasis.sum_repr' (WithLp.toLp 2 (fun j => s j * f j)))
    simp only [key, WithLp.ofLp_sum, WithLp.ofLp_smul, Finset.sum_apply, Pi.smul_apply,
      smul_eq_mul] at e
    have hc : ∀ k, ∑ j, π j * ((hS.eigenvectorBasis k).ofLp j / s j) * f j
        = ∑ j, (hS.eigenvectorBasis k).ofLp j * (s j * f j) := by
      intro k
      refine Finset.sum_congr rfl fun j _ => ?_
      have hj := (hs j).ne'
      rw [hq j]
      field_simp
    simp only [hc]
    simp only [← mul_div_assoc]
    rw [← Finset.sum_div, e, eq_div_iff (hs i).ne']
    ring
```

## The flux as a sum over modes

Let $c_k=\sum_{j\in A}\pi_j\varphi_k(j)$ be the overlap of mode $k$ with the indicator function of $A$. By completeness that indicator equals $\sum_kc_k\varphi_k$, and since $P^t\varphi_k=\lambda_k^t\varphi_k$,

$$\sum_{j\in A}(P^t)_{ij}=\sum_kc_k\lambda_k^t\varphi_k(i).$$

The probability of being outside $A$ is one minus this. Multiplying by $\pi_i$ and summing over $i\in A$ produces a second factor $c_k$:

$$C(t)=\sum_{i\in A}\pi_i-\sum_kc_k^2\lambda_k^t,
\qquad
C(t+1)-C(t)=\sum_kc_k^2\,\lambda_k^t(1-\lambda_k).$$

The amplitudes are squares because the same set $A$ defines both the start and the end of the observation. In the proof, `hpow`, `hf`, `hA` and `hC` are the successive identities. The theorem also records that each `ev k` has a nonzero eigenvector, so that hypotheses about eigenvalues of `P` can be applied to it.

```lean
/-- For a reversible chain the reactive flux is a sum over eigenvalues `ev k` of `P`, with
nonnegative amplitudes `c k ^ 2`, of the terms `ev k ^ t * (1 - ev k)`. -/
theorem flux_spectral (h : IsReversible P π) (A : Finset n) :
    ∃ ev c : n → ℝ, (∀ k, ∃ v : n → ℝ, v ≠ 0 ∧ P *ᵥ v = ev k • v) ∧
      ∀ t, flux P π A t = ∑ k, c k ^ 2 * (ev k ^ t * (1 - ev k)) := by
  obtain ⟨ev, φ, hev, hon, hcomp⟩ := relaxation_modes h
  -- overlap of each mode with the indicator of `A`
  obtain ⟨c, hc⟩ : ∃ c : n → ℝ, ∀ k, c k = ∑ j ∈ A, π j * φ k j := ⟨_, fun _ => rfl⟩
  have hpow : ∀ t k, (P ^ t) *ᵥ φ k = ev k ^ t • φ k := by
    intro t k
    induction t with
    | zero => simp
    | succ t ih =>
      rw [pow_succ, ← Matrix.mulVec_mulVec, hev, Matrix.mulVec_smul, ih, smul_smul, pow_succ,
        mul_comm]
  have hf : ∀ j, (if j ∈ A then (1 : ℝ) else 0) = ∑ k, c k * φ k j := by
    intro j
    refine (hcomp (fun j => if j ∈ A then (1 : ℝ) else 0) j).trans ?_
    refine Finset.sum_congr rfl fun k _ => ?_
    rw [hc k]
    congr 1
    simp [Finset.sum_ite_mem]
  have hA : ∀ t i, ∑ j ∈ A, (P ^ t) i j = ∑ k, c k * ev k ^ t * φ k i := by
    intro t i
    calc ∑ j ∈ A, (P ^ t) i j = ∑ j, (P ^ t) i j * (if j ∈ A then (1 : ℝ) else 0) := by
          simp [Finset.sum_ite_mem]
      _ = ∑ j, ∑ k, c k * ((P ^ t) i j * φ k j) := by
          refine Finset.sum_congr rfl fun j _ => ?_
          rw [hf j, Finset.mul_sum]
          exact Finset.sum_congr rfl fun k _ => by ring
      _ = ∑ k, c k * ev k ^ t * φ k i := by
          rw [Finset.sum_comm]
          refine Finset.sum_congr rfl fun k _ => ?_
          have e := congrFun (hpow t k) i
          simp only [Matrix.mulVec, dotProduct, Pi.smul_apply, smul_eq_mul] at e
          rw [← Finset.mul_sum, e]
          ring
  have hC : ∀ t, escaped P π A t = ∑ i ∈ A, π i - ∑ k, c k ^ 2 * ev k ^ t := by
    intro t
    have h1 : ∀ i, ∑ j ∈ Aᶜ, π i * (P ^ t) i j
        = π i - ∑ k, c k * ev k ^ t * (π i * φ k i) := by
      intro i
      have e : ∑ j ∈ A, (P ^ t) i j + ∑ j ∈ Aᶜ, (P ^ t) i j = ∑ j, (P ^ t) i j :=
        Finset.sum_add_sum_compl A _
      rw [pow_row_sum h, hA] at e
      have e2 : ∑ k, c k * ev k ^ t * (π i * φ k i) = π i * ∑ k, c k * ev k ^ t * φ k i := by
        rw [Finset.mul_sum]
        exact Finset.sum_congr rfl fun k _ => by ring
      rw [← Finset.mul_sum, e2]
      linear_combination π i * e
    simp only [escaped, h1]
    rw [Finset.sum_sub_distrib, Finset.sum_comm]
    congr 1
    refine Finset.sum_congr rfl fun k _ => ?_
    rw [← Finset.mul_sum, ← hc k]
    ring
  refine ⟨ev, c, fun k => ⟨φ k, fun h0 => ?_, hev k⟩, fun t => ?_⟩
  · have e := hon k k
    simp [h0] at e
  · rw [flux, hC, hC, sub_sub_sub_cancel_left, ← Finset.sum_sub_distrib]
    exact Finset.sum_congr rfl fun k _ => by ring
```

## Sign, decay and the initial bound

If all eigenvalues are nonnegative, then $0\le\lambda_k\le1$. Every term $c_k^2\lambda_k^t(1-\lambda_k)$ is nonnegative, and $\lambda_k^{t+1}\le\lambda_k^t$ shows that no term grows. Summing over $k$ gives both claims; `Antitone` is Lean's word for nonincreasing.

```lean
/-- For a reversible chain with nonnegative eigenvalues, the reactive flux out of any set `A`
is nonnegative and never increases with time. -/
theorem flux_nonneg_and_antitone (h : IsReversible P π) (hP : NonnegEigenvalues P)
    (A : Finset n) : (∀ t, 0 ≤ flux P π A t) ∧ Antitone (flux P π A) := by
  obtain ⟨ev, c, hev, hfl⟩ := flux_spectral h A
  have h0 : ∀ k, 0 ≤ ev k := fun k => by
    obtain ⟨v, hv, e⟩ := hev k
    exact hP _ v hv e
  have h1 : ∀ k, ev k ≤ 1 := fun k => by
    obtain ⟨v, hv, e⟩ := hev k
    exact (le_abs_self _).trans (abs_eigenvalue_le_one h hv e)
  constructor
  · intro t
    rw [hfl]
    exact Finset.sum_nonneg fun k _ => mul_nonneg (sq_nonneg _)
      (mul_nonneg (pow_nonneg (h0 k) t) (sub_nonneg.mpr (h1 k)))
  · refine antitone_nat_of_succ_le fun t => ?_
    rw [hfl, hfl]
    exact Finset.sum_le_sum fun k _ => mul_le_mul_of_nonneg_left
      (mul_le_mul_of_nonneg_right (pow_le_pow_of_le_one (h0 k) (h1 k) (Nat.le_succ t))
        (sub_nonneg.mpr (h1 k))) (sq_nonneg _)
```

Without the sign condition we still have $|\lambda_k|\le1$, and therefore

$$|C(t+1)-C(t)|\le\sum_kc_k^2|\lambda_k|^t(1-\lambda_k)\le\sum_kc_k^2(1-\lambda_k)=C(1)-C(0).$$

```lean
/-- For every reversible chain, whatever the signs of its eigenvalues, the initial reactive
flux bounds the magnitude of the flux at all times. -/
theorem abs_flux_le_initial (h : IsReversible P π) (A : Finset n) (t : ℕ) :
    |flux P π A t| ≤ flux P π A 0 := by
  obtain ⟨ev, c, hev, hfl⟩ := flux_spectral h A
  rw [hfl, hfl]
  refine (Finset.abs_sum_le_sum_abs _ _).trans (Finset.sum_le_sum fun k _ => ?_)
  obtain ⟨v, hv, e⟩ := hev k
  have h1 := abs_eigenvalue_le_one h hv e
  have h2 : 0 ≤ 1 - ev k := sub_nonneg.mpr ((le_abs_self _).trans h1)
  rw [abs_mul, abs_of_nonneg (sq_nonneg (c k)), abs_mul, abs_of_nonneg h2, abs_pow, pow_zero]
  exact mul_le_mul_of_nonneg_left
    (mul_le_mul_of_nonneg_right (pow_le_one₀ (abs_nonneg _) h1) h2) (sq_nonneg _)
```

## Two states: steady decay and alternating sign

If $A$ is empty or contains every state, the flux is zero at all times, so two states are the smallest interesting case. Take populations $1/3$ and $2/3$, with exit probabilities $1/2$ and $1/4$. The eigenvalues are $1$ and $1/4$, and a short calculation gives the flux out of the first state as $\tfrac16\,4^{-t}$.

Lean confirms that this chain satisfies the hypotheses. For an eigenvector $v$ with eigenvalue $\mu$, the weighted quadratic form gives

$$\mu\,(v_0^2+2v_1^2)=\tfrac12(v_0+v_1)^2+v_1^2\ge0,$$

which rules out $\mu<0$.

```lean
/-- A two-state chain with unequal populations 1/3 and 2/3 that is reversible and has
nonnegative eigenvalues. -/
theorem flux_nonneg_and_antitone_witness :
    IsReversible !![1/2, 1/2; 1/4, 3/4] ![1/3, 2/3] ∧
      NonnegEigenvalues !![1/2, 1/2; 1/4, 3/4] := by
  refine ⟨⟨?_, ?_, ?_, ?_⟩, ?_⟩
  · intro i j
    fin_cases i <;> fin_cases j <;> norm_num
  · intro i
    fin_cases i <;> norm_num [Fin.sum_univ_two]
  · intro i
    fin_cases i <;> norm_num
  · intro i j
    fin_cases i <;> fin_cases j <;> norm_num
  · intro μ v hv e
    have e0 := congrFun e 0
    have e1 := congrFun e 1
    simp [Matrix.mulVec, dotProduct, Fin.sum_univ_two] at e0 e1
    by_contra hμ
    have hn : 0 < v 0 ^ 2 + 2 * v 1 ^ 2 := by
      by_contra hle
      have a0 : v 0 = 0 := pow_eq_zero_iff two_ne_zero |>.mp
        (by nlinarith [sq_nonneg (v 0), sq_nonneg (v 1)])
      have a1 : v 1 = 0 := pow_eq_zero_iff two_ne_zero |>.mp
        (by nlinarith [sq_nonneg (v 0), sq_nonneg (v 1)])
      exact hv (by ext i; fin_cases i <;> simp [a0, a1])
    -- the weighted quadratic form of the chain is a sum of squares
    have hid : μ * (v 0 ^ 2 + 2 * v 1 ^ 2) = (v 0 + v 1) ^ 2 / 2 + v 1 ^ 2 := by
      linear_combination -(v 0) * e0 - 2 * v 1 * e1
    have hneg := mul_neg_of_neg_of_pos (not_le.mp hμ) hn
    nlinarith [sq_nonneg (v 0 + v 1), sq_nonneg (v 1)]
```

Reversibility alone does not make the flux nonnegative. Let two equally populated states exchange at every step, so that the eigenvalues are $1$ and $-1$. Starting in the first state, the chain is outside it after one step and back after two. Thus $C(0)=0$, $C(1)=1/2$ and $C(2)=0$, and the flux is $1/2$ at $t=0$ and $-1/2$ at $t=1$. The bound on its magnitude holds here with equality.

```lean
/-- The two-state chain that flips at every step is reversible, yet its reactive flux out of
the first state is negative at `t = 1`. -/
theorem flip_chain_negative_flux :
    IsReversible !![0, 1; 1, 0] ![1/2, 1/2] ∧
      flux !![0, 1; 1, 0] ![1/2, 1/2] {0} 1 = -1/2 := by
  refine ⟨⟨?_, ?_, ?_, ?_⟩, ?_⟩
  · intro i j
    fin_cases i <;> fin_cases j <;> norm_num
  · intro i
    fin_cases i <;> norm_num [Fin.sum_univ_two]
  · intro i
    fin_cases i <;> norm_num
  · intro i j
    fin_cases i <;> fin_cases j <;> norm_num
  · have hc : ({0} : Finset (Fin 2))ᶜ = {1} := by decide
    norm_num [flux, escaped, hc, pow_two, Matrix.mul_apply, Fin.sum_univ_two]

end

end ReactiveFlux
```

```lean
#print axioms ReactiveFlux.flux_zero
#print axioms ReactiveFlux.flux_nonneg_and_antitone
#print axioms ReactiveFlux.abs_flux_le_initial
#print axioms ReactiveFlux.flip_chain_negative_flux
```

```
'ReactiveFlux.flux_zero' depends on axioms: [propext, Classical.choice, Quot.sound]
'ReactiveFlux.flux_nonneg_and_antitone' depends on axioms: [propext, Classical.choice, Quot.sound]
'ReactiveFlux.abs_flux_le_initial' depends on axioms: [propext, Classical.choice, Quot.sound]
'ReactiveFlux.flip_chain_negative_flux' depends on axioms: [propext, Classical.choice, Quot.sound]
```
